# For a two-phase density on a ring of fixed size, the summed scattering away from k = 0 depends only on phase fraction and contrast

Take a ring of $N\ge 1$ sites with real scattering density $r$ on a fraction $p$ of them and $s$ on the rest. With $F(k)=\sum_x\rho(x)e^{-2\pi i kx/N}$,

$$\frac1{N^2}\sum_{k\ne0}|F(k)|^2=p(1-p)(r-s)^2,$$

however the two phases are arranged. I know this as a discrete relative of the Porod invariant in small-angle scattering. Can someone show me a full derivation, together with a proof that a machine has checked?

## Parseval's identity minus the forward beam

Yes. The left side is the variance of the density over the sites, and the variance of a two-valued density depends only on $p$, $r$ and $s$.

Since $\rho$ is real,

$$|F(k)|^2=\sum_{x,y}\rho(x)\rho(y)\,e^{2\pi i k(y-x)/N}.$$

Sum over all $k$. For $y=x$ the phase factors add up to $N$. For $y\neq x$ they form a geometric series whose ratio $\omega\ne1$ satisfies $\omega^N=1$, so they add up to zero. Hence

$$\sum_k|F(k)|^2=N\sum_x\rho(x)^2.$$

The forward term is $F(0)=\sum_x\rho(x)$. Subtracting its square and dividing by $N^2$ gives, with $\langle\cdot\rangle$ the average over sites,

$$\frac1{N^2}\sum_{k\neq0}|F(k)|^2=\langle\rho^2\rangle-\langle\rho\rangle^2.$$

For two phases, $\langle\rho\rangle=pr+(1-p)s$ and $\langle\rho^2\rangle=pr^2+(1-p)s^2$, so the difference is

$$p(1-p)r^2+p(1-p)s^2-2p(1-p)rs=p(1-p)(r-s)^2.$$

At $N=1$ there is no nonzero $k$ and $p$ is 0 or 1, so both sides vanish.

## What the Lean statement says

The ring is `ZMod N`, and `[NeZero N]` says $N\ge1$. The density is a function `ZMod N → ℝ`, and `amplitude` is the sum $F(k)$ above, with a minus sign in the exponent and no prefactor. `porodInvariant` sums over `univ.erase 0`, the nonzero $k$, and divides by $N^2$. The first phase is any finite set `A`, possibly empty or the whole ring; `volumeFraction A` is $p$, and `twoPhase A r s` is the density. The main theorem is `porodInvariant_twoPhase`.

The model is one-dimensional, periodic and finite, with intensity taken as $|F|^2$ (single scattering). The usual Porod invariant, for an isotropic three-dimensional sample, integrates $q^2I(q)$ over the continuous magnitude $q$ of the scattering vector, where $q^2$ accounts for the area of the shell at $q$; here the sum runs over the individual $k$ with equal weight. Porod's law for the high-$q$ decay from sharp interfaces is a different statement. For a periodic one-dimensional density profile that takes only two values on an evenly spaced grid, the identity gives a check of the intensities $|F(k)|^2$ computed by a discrete Fourier transform of the grid values: their sum over all $N-1$ nonzero $k$, divided by $N^2$, must match the value given by the phase fraction and contrast.

A density on a three-dimensional periodic grid would be closer to a simulation box. The prefactor would become $N^{-6}$ for $N^3$ sites, and orthogonality would be used along each axis, with the same right-hand side.

```lean
import Mathlib

open Finset ComplexConjugate

namespace DiscretePorodInvariant

noncomputable section

variable {N : ℕ} [NeZero N]

/-- The scattering amplitude `F(k) = ∑ₓ ρ(x) exp(-2πi k x / N)` of a real density on a ring of
`N ≥ 1` sites. -/
def amplitude (ρ : ZMod N → ℝ) (k : ZMod N) : ℂ :=
  ∑ x, (ρ x : ℂ) * Complex.exp (-(2 * Real.pi * Complex.I * (k.val * x.val) / N))

/-- The average of a real function over the `N ≥ 1` sites. -/
def mean (f : ZMod N → ℝ) : ℝ := (∑ x, f x) / N

/-- The discrete Porod invariant: the intensity `|F(k)|²` summed over all nonzero `k` and divided
by `N²`, for `N ≥ 1`. -/
def porodInvariant (ρ : ZMod N → ℝ) : ℝ :=
  (∑ k ∈ univ.erase 0, ‖amplitude ρ k‖ ^ 2) / (N : ℝ) ^ 2

/-- The fraction of the `N ≥ 1` sites that belong to `A`. -/
def volumeFraction (A : Finset (ZMod N)) : ℝ := (A.card : ℝ) / N

/-- The two-phase density with value `r` on `A` and `s` elsewhere. -/
def twoPhase (A : Finset (ZMod N)) (r s : ℝ) (x : ZMod N) : ℝ := if x ∈ A then r else s

/-- The phase factors in the amplitude are values of the standard additive character of the
cyclic group. -/
theorem amplitude_eq_character (ρ : ZMod N → ℝ) (k : ZMod N) :
    amplitude ρ k = ∑ x, (ρ x : ℂ) * ZMod.stdAddChar (-(k * x)) := by
  refine sum_congr rfl fun x _ => ?_
  have h : -(k * x) = ((-((k.val : ℤ) * (x.val : ℤ)) : ℤ) : ZMod N) := by
    push_cast
    simp
  rw [h, ZMod.stdAddChar_coe]
  congr 2
  push_cast
  ring

/-- Parseval's identity: the total intensity over all `k` is `N` times the sum of the squared
density. -/
theorem parseval (ρ : ZMod N → ℝ) :
    ∑ k, ‖amplitude ρ k‖ ^ 2 = N * ∑ x, ρ x ^ 2 := by
  have orth : ∀ d : ZMod N,
      ∑ k : ZMod N, (ZMod.stdAddChar (k * d) : ℂ) = if d = 0 then (N : ℂ) else 0 := by
    intro d
    rw [AddChar.sum_mulShift d (ZMod.isPrimitive_stdAddChar N)]
    split_ifs <;> simp [ZMod.card]
  have hconj : ∀ k, conj (amplitude ρ k) = ∑ y, (ρ y : ℂ) * ZMod.stdAddChar (k * y) := by
    intro k
    rw [amplitude_eq_character, map_sum]
    refine sum_congr rfl fun y _ => ?_
    rw [map_mul, Complex.conj_ofReal, ← AddChar.map_neg_eq_conj, neg_neg]
  have h : ((∑ k, ‖amplitude ρ k‖ ^ 2 : ℝ) : ℂ) = ((N * ∑ x, ρ x ^ 2 : ℝ) : ℂ) := by
    calc ((∑ k, ‖amplitude ρ k‖ ^ 2 : ℝ) : ℂ)
        = ∑ k, amplitude ρ k * conj (amplitude ρ k) := by
          rw [Complex.ofReal_sum]
          refine sum_congr rfl fun k _ => ?_
          rw [Complex.mul_conj, Complex.normSq_eq_norm_sq]
      _ = ∑ k, ∑ x, ∑ y, ((ρ x : ℂ) * ρ y) * ZMod.stdAddChar (k * (y - x)) := by
          refine sum_congr rfl fun k _ => ?_
          rw [hconj, amplitude_eq_character, sum_mul_sum]
          refine sum_congr rfl fun x _ => sum_congr rfl fun y _ => ?_
          have e : k * (y - x) = -(k * x) + k * y := by ring
          rw [e, AddChar.map_add_eq_mul]
          ring
      _ = ∑ x, ∑ y, ((ρ x : ℂ) * ρ y) * ∑ k, ZMod.stdAddChar (k * (y - x)) := by
          rw [sum_comm]
          refine sum_congr rfl fun x _ => ?_
          rw [sum_comm]
          refine sum_congr rfl fun y _ => ?_
          rw [mul_sum]
      _ = ((N * ∑ x, ρ x ^ 2 : ℝ) : ℂ) := by
          -- orthogonality leaves only the terms with y = x
          simp only [orth, sub_eq_zero, mul_ite, mul_zero, sum_ite_eq', mem_univ, if_true]
          push_cast
          rw [mul_sum]
          refine sum_congr rfl fun x _ => ?_
          ring
  exact_mod_cast h

/-- For every real density the Porod invariant is the mean squared density minus the square of
the mean density. -/
theorem porodInvariant_eq_variance (ρ : ZMod N → ℝ) :
    porodInvariant ρ = mean (fun x => ρ x ^ 2) - mean ρ ^ 2 := by
  have hN : (N : ℝ) ≠ 0 := Nat.cast_ne_zero.mpr (NeZero.ne N)
  -- the forward beam carries the squared total density
  have h0 : ‖amplitude ρ 0‖ ^ 2 = (∑ x, ρ x) ^ 2 := by
    have e : amplitude ρ 0 = ((∑ x, ρ x : ℝ) : ℂ) := by simp [amplitude]
    rw [e, Complex.norm_real, Real.norm_eq_abs, sq_abs]
  have hs := add_sum_erase univ (fun k => ‖amplitude ρ k‖ ^ 2) (mem_univ (0 : ZMod N))
  have h : ∑ k ∈ univ.erase 0, ‖amplitude ρ k‖ ^ 2
      = N * ∑ x, ρ x ^ 2 - (∑ x, ρ x) ^ 2 := by
    have hp := parseval ρ
    linarith
  simp only [porodInvariant, mean]
  rw [h, sub_div, div_pow, sq (N : ℝ), mul_div_mul_left _ _ hN]

/-- The mean of a two-phase density is the average of its two values weighted by the volume
fractions. -/
theorem mean_twoPhase (A : Finset (ZMod N)) (r s : ℝ) :
    mean (twoPhase A r s) = volumeFraction A * r + (1 - volumeFraction A) * s := by
  have hN : (N : ℝ) ≠ 0 := Nat.cast_ne_zero.mpr (NeZero.ne N)
  have h : ∑ x, twoPhase A r s x = N * s + A.card * (r - s) := by
    have e : ∀ x, twoPhase A r s x = s + if x ∈ A then r - s else 0 := by
      intro x
      unfold twoPhase
      split_ifs <;> ring
    simp only [e, sum_add_distrib, sum_ite_mem, univ_inter, sum_const, card_univ, ZMod.card,
      nsmul_eq_mul]
  rw [mean, h, volumeFraction, add_div, mul_div_cancel_left₀ _ hN]
  ring

/-- The discrete Porod invariant of a two-phase density with values `r` on `A` and `s` elsewhere
is `p (1 - p) (r - s)²`, where `p` is the volume fraction of `A`. -/
theorem porodInvariant_twoPhase (A : Finset (ZMod N)) (r s : ℝ) :
    porodInvariant (twoPhase A r s)
      = volumeFraction A * (1 - volumeFraction A) * (r - s) ^ 2 := by
  have hsq : (fun x => twoPhase A r s x ^ 2) = twoPhase A (r ^ 2) (s ^ 2) := by
    funext x
    unfold twoPhase
    split_ifs <;> rfl
  rw [porodInvariant_eq_variance, hsq, mean_twoPhase, mean_twoPhase]
  ring

/-- For any finite number of phases with densities `c i` and volume fractions `p i`, the Porod
invariant is half the sum of `p i * p j * (c i - c j)²` over all ordered pairs of phases. -/
theorem porodInvariant_multiPhase {ι : Type*} [Fintype ι] [DecidableEq ι]
    (phase : ZMod N → ι) (c : ι → ℝ) :
    porodInvariant (fun x => c (phase x))
      = (∑ i, ∑ j, volumeFraction (univ.filter fun x => phase x = i)
          * volumeFraction (univ.filter fun x => phase x = j) * (c i - c j) ^ 2) / 2 := by
  have hN : (N : ℝ) ≠ 0 := Nat.cast_ne_zero.mpr (NeZero.ne N)
  set p : ι → ℝ := fun i => volumeFraction (univ.filter fun x => phase x = i) with hp
  -- site averages are averages over phases
  have hmean : ∀ g : ι → ℝ, mean (fun x => g (phase x)) = ∑ i, p i * g i := by
    intro g
    rw [mean, ← sum_fiberwise univ phase (fun x => g (phase x)), sum_div]
    refine sum_congr rfl fun i _ => ?_
    have e : ∑ x ∈ univ.filter (fun x => phase x = i), g (phase x)
        = ∑ x ∈ univ.filter (fun x => phase x = i), g i :=
      sum_congr rfl fun x hx => by rw [(mem_filter.mp hx).2]
    rw [e, sum_const, nsmul_eq_mul]
    simp only [hp, volumeFraction]
    ring
  have hone : ∑ i, p i = 1 := by
    have h := hmean (fun _ => 1)
    simp only [mean, sum_const, card_univ, ZMod.card, nsmul_eq_mul, mul_one] at h
    rw [← h, div_self hN]
  have hpair : ∑ i, ∑ j, p i * p j * (c i - c j) ^ 2
      = (∑ i, p i * c i ^ 2) * (∑ j, p j) + (∑ i, p i) * (∑ j, p j * c j ^ 2)
        - 2 * ((∑ i, p i * c i) * (∑ j, p j * c j)) := by
    simp only [sum_mul_sum]
    simp only [mul_sum, ← sum_add_distrib, ← sum_sub_distrib]
    refine sum_congr rfl fun i _ => sum_congr rfl fun j _ => ?_
    ring
  rw [porodInvariant_eq_variance, hmean c, hmean (fun i => c i ^ 2), hpair, hone]
  ring

/-- The Porod invariant of a two-phase density is at most a quarter of the squared contrast. -/
theorem porodInvariant_twoPhase_le (A : Finset (ZMod N)) (r s : ℝ) :
    porodInvariant (twoPhase A r s) ≤ (r - s) ^ 2 / 4 := by
  rw [porodInvariant_twoPhase]
  nlinarith [sq_nonneg ((volumeFraction A - 1 / 2) * (r - s))]

/-- For two phases of different density, the invariant equals a quarter of the squared contrast
exactly when each phase fills half of the sites. -/
theorem porodInvariant_twoPhase_eq_iff (A : Finset (ZMod N)) {r s : ℝ} (hrs : r ≠ s) :
    porodInvariant (twoPhase A r s) = (r - s) ^ 2 / 4 ↔ volumeFraction A = 1 / 2 := by
  rw [porodInvariant_twoPhase]
  constructor
  · intro h
    have h0 : ((volumeFraction A - 1 / 2) * (r - s)) ^ 2 = 0 := by linear_combination -h
    rcases mul_eq_zero.mp (pow_eq_zero_iff two_ne_zero |>.mp h0) with h1 | h1
    · linarith
    · exact absurd (sub_eq_zero.mp h1) hrs
  · intro h
    rw [h]
    ring

/-- On four sites with densities 1 and 0, the amplitude at `k = 2` is 0 when the occupied sites are
0 and 1, and 2 when they are 0 and 2. -/
theorem amplitude_depends_on_geometry :
    amplitude (twoPhase ({0, 1} : Finset (ZMod 4)) 1 0) 2 = 0 ∧
      amplitude (twoPhase ({0, 2} : Finset (ZMod 4)) 1 0) 2 = 2 := by
  have key : ∀ A : Finset (ZMod 4), amplitude (twoPhase A 1 0) 2
      = ∑ x ∈ A, Complex.exp (-(Real.pi * Complex.I * x.val)) := by
    intro A
    have v : (2 : ZMod 4).val = 2 := rfl
    have e : ∀ x : ZMod 4, ((twoPhase A 1 0 x : ℝ) : ℂ)
        * Complex.exp (-(2 * Real.pi * Complex.I * ((2 : ZMod 4).val * x.val) / (4 : ℕ)))
        = if x ∈ A then Complex.exp (-(Real.pi * Complex.I * x.val)) else 0 := by
      intro x
      unfold twoPhase
      split_ifs
      · rw [v, Complex.ofReal_one, one_mul]
        congr 1
        push_cast
        ring
      · rw [Complex.ofReal_zero, zero_mul]
    rw [amplitude, sum_congr rfl fun x _ => e x, sum_ite_mem, univ_inter]
  have v0 : (0 : ZMod 4).val = 0 := rfl
  have v1 : (1 : ZMod 4).val = 1 := rfl
  have v2 : (2 : ZMod 4).val = 2 := rfl
  constructor
  · rw [key, sum_pair (by decide), v0, v1, Nat.cast_zero, Nat.cast_one, mul_zero, mul_one,
      neg_zero, Complex.exp_zero, Complex.exp_neg, Complex.exp_pi_mul_I]
    norm_num
  · have e : (Real.pi : ℂ) * Complex.I * ((2 : ℕ) : ℂ) = 2 * Real.pi * Complex.I := by
      push_cast
      ring
    rw [key, sum_pair (by decide), v0, v2, e, Nat.cast_zero, mul_zero,
      neg_zero, Complex.exp_zero, Complex.exp_neg, Complex.exp_two_pi_mul_I]
    norm_num

end

end DiscretePorodInvariant
```

```lean
#print axioms DiscretePorodInvariant.porodInvariant_multiPhase
-- 'DiscretePorodInvariant.porodInvariant_multiPhase' depends on axioms: [propext, Classical.choice, Quot.sound]
#print axioms DiscretePorodInvariant.porodInvariant_twoPhase_le
-- 'DiscretePorodInvariant.porodInvariant_twoPhase_le' depends on axioms: [propext, Classical.choice, Quot.sound]
#print axioms DiscretePorodInvariant.porodInvariant_twoPhase_eq_iff
-- 'DiscretePorodInvariant.porodInvariant_twoPhase_eq_iff' depends on axioms: [propext, Classical.choice, Quot.sound]
#print axioms DiscretePorodInvariant.amplitude_depends_on_geometry
-- 'DiscretePorodInvariant.amplitude_depends_on_geometry' depends on axioms: [propext, Classical.choice, Quot.sound]
```

## From phase factors to phase fractions

`amplitude_eq_character` identifies the exponentials with Mathlib's additive character on `ZMod N`. In `parseval`, `orth` is the geometric-series step and `hconj` conjugates the amplitude; the `calc` block writes the double sum, moves the sum over $k$ inside and keeps only $y=x$.

`porodInvariant_eq_variance` evaluates $F(0)$ in `h0` and splits it off with `add_sum_erase`. The square of a two-phase density is again two-phase, with values $r^2$ and $s^2$ (`hsq`), so `mean_twoPhase` supplies both averages and `ring` does the final algebra.

For several phases with fractions $p_i$ and densities $c_i$, `porodInvariant_multiPhase` groups sites by phase and expands the square to obtain $\frac12\sum_{i,j}p_ip_j(c_i-c_j)^2$.

The next two theorems rest on

$$\tfrac14(r-s)^2-p(1-p)(r-s)^2=\left(p-\tfrac12\right)^2(r-s)^2\ge0.$$

The invariant is therefore at most $(r-s)^2/4$, and for $r\ne s$ it reaches this value exactly when $p=\tfrac12$.

Individual intensities do depend on arrangement. On four sites with densities 1 and 0, $F(2)=\sum_{x\in A}(-1)^x$. This is 0 for the adjacent pair $\{0,1\}$ and 2 for the opposite pair $\{0,2\}$, as `amplitude_depends_on_geometry` confirms, while the invariant is $\tfrac14$ for both.
